# The virial identity for a regular radial Schrödinger solution in an atomic sphere

I use Rydberg units, ħ²/2m = 1 and e² = 2, and write the radial wavefunction as u(r)/r. For angular momentum l = 0, 1, 2, …, energy E and spherical potential V(r), the radial equation is

u'' = W u,  W = V + l(l+1)/r² − E.

At a sphere radius s with u(s) ≠ 0, let D = s u'(s)/u(s) − 1, the logarithmic derivative of u/r. The claim is that the virial integral over the sphere needs only boundary data:

∫₀ˢ (2(E − V) − rV') u² dr = (u(s)²/s) ((D − l)(D + l + 1) + (E − V(s)) s²).

How is this derived, with the nuclear singularity V ≈ −2Z/r treated properly, and can the argument be checked by machine in Lean?

## A boundary term whose derivative is the virial density

Yes, with the integral over the full sphere taken as a limit from an inner radius a → 0⁺. Define

B(r) = r u'² − r W u² − u u'.

The product rule gives

B' = u'² + 2r u'u'' − W u² − r W' u² − 2r W u u' − u'² − u u''.

Put u'' = W u. The two u'² terms cancel, and so do the two terms in u u'. What remains is

B' = −(2W + rW') u².

Since rW' = rV' − 2l(l+1)/r², the centrifugal part cancels against that of 2W, and

B' = (2(E − V) − rV') u².

For 0 < a ≤ s, integration gives

∫ₐˢ (2(E − V) − rV') u² dr = B(s) − B(a).

At the outer radius, substitute u'(s) = (D + 1) u(s)/s:

B(s) = (u(s)²/s) ((D + 1)² − (D + 1) − l(l+1) + (E − V(s)) s²).

The first three terms are D(D + 1) − l(l+1) = (D − l)(D + l + 1), which is the stated form.

At the inner end, set p = u/r^(l+1) and q = u'/r^l. Then

B = r^(2l+1) (q² − (r·(rV) + l(l+1) − E r²) p² − p q).

For a regular solution p → c and q → (l+1)c, and a point nucleus gives rV → −2Z. The bracket therefore has a finite limit, while r^(2l+1) → 0 even for l = 0. Hence B(a) → 0.

## What the Lean statements assume

Functions `u` and `u'` are separate real functions, linked by `IsRadialSolution`: on the given set, `u'` is the derivative of `u`, and `effW l E V r * u r` is the derivative of `u'`. Likewise `V'` is declared to be the derivative of `V` and assumed continuous. `effW` is W, `virialBoundary` is B, `virialDensity` is the integrand, and `sphereD` is D.

All these derivatives are taken within the interval (`HasDerivWithinAt`), so they are one-sided at an end point. The potential may jump at the sphere boundary; V(s) is then its value from the inside.

`radial_virial_identity` covers a shell `Icc a s` with a > 0. `sphere_virial_identity` works on `Ioc 0 s`, which excludes the nucleus, and says that the shell integrals converge to the boundary expression as a → 0⁺. It makes no separate claim of Lebesgue integrability down to r = 0.

Two conditions carry the physics at the origin. The limit rV → −2Z is the Coulomb attraction of a point nucleus of charge Z, with any finite correction from the electrons left free. `RegularAtOrigin` selects the solution that behaves as r^(l+1); it is assumed here, not derived from the differential equation.

E need not be an eigenvalue, and u need not be normalised. For a state normalised in the sphere, divide both sides by ∫₀ˢ u² dr. The model is one non-relativistic electron in a given spherical potential, without self-consistency.

```lean
import Mathlib

open Filter Topology Set

namespace RadialVirial

noncomputable section

/-- The radial coefficient `W = V + l(l+1)/r² - E`, in Rydberg units. -/
def effW (l : ℕ) (E : ℝ) (V : ℝ → ℝ) (r : ℝ) : ℝ :=
  V r + (l : ℝ) * ((l : ℝ) + 1) / r ^ 2 - E

/-- The function `u`, with first derivative `u'`, solves the radial Schrödinger equation
`u'' = W u` on the set `S`. -/
def IsRadialSolution (l : ℕ) (E : ℝ) (V u u' : ℝ → ℝ) (S : Set ℝ) : Prop :=
  ∀ r ∈ S, HasDerivWithinAt u (u' r) S r ∧
    HasDerivWithinAt u' (effW l E V r * u r) S r

/-- The virial boundary term `B = r u'² - r W u² - u u'`. -/
def virialBoundary (l : ℕ) (E : ℝ) (V u u' : ℝ → ℝ) (r : ℝ) : ℝ :=
  r * u' r ^ 2 - r * effW l E V r * u r ^ 2 - u r * u' r

/-- The virial density `(2(E - V) - r V') u²`. -/
def virialDensity (E : ℝ) (V V' u : ℝ → ℝ) (r : ℝ) : ℝ :=
  (2 * (E - V r) - r * V' r) * u r ^ 2

/-- The number `D` with `D + 1 = s u'(s)/u(s)`. -/
def sphereD (u u' : ℝ → ℝ) (s : ℝ) : ℝ := s * u' s / u s - 1

/-- Regular behaviour at the origin: `u/r^(l+1)` tends to `c` and `u'/r^l` to `(l+1)c`. -/
def RegularAtOrigin (l : ℕ) (c : ℝ) (u u' : ℝ → ℝ) : Prop :=
  Tendsto (fun r => u r / r ^ (l + 1)) (𝓝[>] 0) (𝓝 c) ∧
    Tendsto (fun r => u' r / r ^ l) (𝓝[>] 0) (𝓝 (((l : ℝ) + 1) * c))

/-- For a radial solution, the derivative of the boundary term is the virial density. -/
theorem hasDerivWithinAt_virialBoundary {l : ℕ} {E : ℝ} {V V' u u' : ℝ → ℝ} {S : Set ℝ}
    (hsol : IsRadialSolution l E V u u' S) {r : ℝ} (hr : r ∈ S) (h0 : r ≠ 0)
    (hV : HasDerivWithinAt V (V' r) S r) :
    HasDerivWithinAt (virialBoundary l E V u u') (virialDensity E V V' u r) S r := by
  obtain ⟨hu, hu'⟩ := hsol r hr
  have hid : HasDerivWithinAt (fun x : ℝ => x) 1 S r := (hasDerivAt_id' r).hasDerivWithinAt
  have sq : ∀ (f : ℝ → ℝ) (f1 : ℝ), HasDerivWithinAt f f1 S r →
      HasDerivWithinAt (fun x => f x ^ 2) (2 * f r * f1) S r := by
    intro f f1 h
    simpa using h.fun_pow 2
  -- the centrifugal term
  have hL : ∀ L : ℝ, HasDerivAt (fun x : ℝ => L / x ^ 2) (-(2 * L) / r ^ 3) r := by
    intro L
    have hp : HasDerivAt (fun x : ℝ => x ^ 2) (2 * r) r := by
      simpa using hasDerivAt_pow 2 r
    refine ((hasDerivAt_const r L).fun_div hp (pow_ne_zero 2 h0)).congr_deriv ?_
    field_simp
    ring
  have hW : HasDerivWithinAt (fun x => effW l E V x)
      (V' r + -(2 * ((l : ℝ) * ((l : ℝ) + 1))) / r ^ 3) S r :=
    (hV.fun_add (hL ((l : ℝ) * ((l : ℝ) + 1))).hasDerivWithinAt).sub_const E
  -- the product rule, with W u as the derivative of u'; the terms in u' then cancel
  have h := ((hid.fun_mul (sq _ _ hu')).fun_sub
    ((hid.fun_mul hW).fun_mul (sq _ _ hu))).fun_sub (hu.fun_mul hu')
  refine h.congr_deriv ?_
  simp only [effW, virialDensity]
  field_simp
  ring

/-- Radial virial identity: the virial density integrated over `[a, s]` is the difference
of the boundary terms. -/
theorem radial_virial_identity {l : ℕ} {E a s : ℝ} {V V' u u' : ℝ → ℝ}
    (ha : 0 < a) (has : a ≤ s) (hsol : IsRadialSolution l E V u u' (Icc a s))
    (hV : ∀ r ∈ Icc a s, HasDerivWithinAt V (V' r) (Icc a s) r)
    (hV' : ContinuousOn V' (Icc a s)) :
    ∫ r in a..s, virialDensity E V V' u r =
      virialBoundary l E V u u' s - virialBoundary l E V u u' a := by
  have hB := fun r (hr : r ∈ Icc a s) =>
    hasDerivWithinAt_virialBoundary hsol hr (lt_of_lt_of_le ha hr.1).ne' (hV r hr)
  have hVc : ContinuousOn V (Icc a s) := fun r hr => (hV r hr).continuousWithinAt
  have huc : ContinuousOn u (Icc a s) := fun r hr => (hsol r hr).1.continuousWithinAt
  have hc : ContinuousOn (fun r => virialDensity E V V' u r) (Icc a s) := by
    unfold virialDensity
    fun_prop
  exact intervalIntegral.integral_eq_sub_of_hasDerivAt_of_le has
    (fun r hr => (hB r hr).continuousWithinAt)
    (fun r hr => (hB r (Ioo_subset_Icc_self hr)).hasDerivAt (Icc_mem_nhds hr.1 hr.2))
    (hc.intervalIntegrable_of_Icc has)

/-- The boundary term at radius `s`, expressed through `D` and the potential at `s`. -/
theorem virialBoundary_eq_sphereD (l : ℕ) (E : ℝ) (V u u' : ℝ → ℝ) {s : ℝ}
    (hs : s ≠ 0) (hus : u s ≠ 0) :
    virialBoundary l E V u u' s = u s ^ 2 / s *
      ((sphereD u u' s - l) * (sphereD u u' s + l + 1) + (E - V s) * s ^ 2) := by
  simp only [virialBoundary, effW, sphereD]
  field_simp
  ring

/-- If a radial solution `u` vanishes at both ends of `[a, s]`, the integrated virial density is `s
u'(s)² - a u'(a)²`. -/
theorem radial_virial_hard_walls {l : ℕ} {E a s : ℝ} {V V' u u' : ℝ → ℝ}
    (ha : 0 < a) (has : a ≤ s) (hsol : IsRadialSolution l E V u u' (Icc a s))
    (hV : ∀ r ∈ Icc a s, HasDerivWithinAt V (V' r) (Icc a s) r)
    (hV' : ContinuousOn V' (Icc a s)) (hua : u a = 0) (hus : u s = 0) :
    ∫ r in a..s, virialDensity E V V' u r = s * u' s ^ 2 - a * u' a ^ 2 := by
  rw [radial_virial_identity ha has hsol hV hV']
  simp [virialBoundary, hua, hus]

/-- For a regular function and a potential with `r V → -2Z`, the boundary term vanishes
at the origin. -/
theorem virialBoundary_tendsto_zero {l : ℕ} (E : ℝ) {Z c : ℝ} {V u u' : ℝ → ℝ}
    (hZ : Tendsto (fun r => r * V r) (𝓝[>] 0) (𝓝 (-(2 * Z))))
    (hreg : RegularAtOrigin l c u u') :
    Tendsto (virialBoundary l E V u u') (𝓝[>] 0) (𝓝 0) := by
  obtain ⟨hp, hq⟩ := hreg
  have hr : Tendsto (fun r : ℝ => r) (𝓝[>] 0) (𝓝 0) :=
    (continuous_id.tendsto' (0 : ℝ) 0 rfl).mono_left nhdsWithin_le_nhds
  have hpow : Tendsto (fun r : ℝ => r ^ (2 * l + 1)) (𝓝[>] 0) (𝓝 0) :=
    ((continuous_pow (2 * l + 1)).tendsto' (0 : ℝ) 0 (by simp)).mono_left
      nhdsWithin_le_nhds
  -- B is r^(2l+1) times a factor with a finite limit
  have h := hpow.mul (((hq.pow 2).sub ((((hr.mul hZ).add_const
    ((l : ℝ) * ((l : ℝ) + 1))).sub ((hr.pow 2).const_mul E)).mul (hp.pow 2))).sub
    (hp.mul hq))
  rw [zero_mul] at h
  refine h.congr' ?_
  filter_upwards [self_mem_nhdsWithin] with r hr0
  have h0 : r ≠ 0 := (mem_Ioi.mp hr0).ne'
  obtain ⟨p, hp'⟩ : ∃ p, p = u r / r ^ (l + 1) := ⟨_, rfl⟩
  obtain ⟨q, hq'⟩ : ∃ q, q = u' r / r ^ l := ⟨_, rfl⟩
  have e1 : u r = p * r ^ (l + 1) := by rw [hp', div_mul_cancel₀ _ (pow_ne_zero _ h0)]
  have e2 : u' r = q * r ^ l := by rw [hq', div_mul_cancel₀ _ (pow_ne_zero _ h0)]
  have hc : (l : ℝ) * ((l : ℝ) + 1) / r ^ 2 * r ^ 2 = (l : ℝ) * ((l : ℝ) + 1) :=
    div_mul_cancel₀ _ (pow_ne_zero 2 h0)
  simp only [virialBoundary, effW]
  rw [← hp', ← hq', e1, e2]
  generalize (l : ℝ) * ((l : ℝ) + 1) / r ^ 2 = K at hc ⊢
  linear_combination (r ^ (2 * l + 1) * p ^ 2) * hc

/-- Virial identity for a full atomic sphere: as the inner radius shrinks to the nucleus, the
integrated virial density tends to an expression in `u(s)`, `D`, `E` and `V(s)`. -/
theorem sphere_virial_identity {l : ℕ} {E Z c s : ℝ} {V V' u u' : ℝ → ℝ}
    (hs : 0 < s) (hsol : IsRadialSolution l E V u u' (Ioc 0 s))
    (hV : ∀ r ∈ Ioc 0 s, HasDerivWithinAt V (V' r) (Ioc 0 s) r)
    (hV' : ContinuousOn V' (Ioc 0 s))
    (hZ : Tendsto (fun r => r * V r) (𝓝[>] 0) (𝓝 (-(2 * Z))))
    (hreg : RegularAtOrigin l c u u') (hus : u s ≠ 0) :
    Tendsto (fun a => ∫ r in a..s, virialDensity E V V' u r) (𝓝[>] 0)
      (𝓝 (u s ^ 2 / s *
        ((sphereD u u' s - l) * (sphereD u u' s + l + 1) + (E - V s) * s ^ 2))) := by
  rw [← virialBoundary_eq_sphereD l E V u u' hs.ne' hus]
  have h := (virialBoundary_tendsto_zero E hZ hreg).const_sub (virialBoundary l E V u u' s)
  rw [sub_zero] at h
  refine h.congr' ?_
  filter_upwards [Ioo_mem_nhdsGT hs] with a ha
  -- restrict the data to the shell between a and s
  have hsub : Icc a s ⊆ Ioc 0 s := fun r hr => ⟨lt_of_lt_of_le ha.1 hr.1, hr.2⟩
  exact (radial_virial_identity ha.1 ha.2.le
    (fun r hr => ⟨(hsol r (hsub hr)).1.mono hsub, (hsol r (hsub hr)).2.mono hsub⟩)
    (fun r hr => (hV r (hsub hr)).mono hsub) (hV'.mono hsub)).symm

/-- The function `r exp(-r)` with `l = 0`, `E = -1` and `V = -2/r` meets the differential,
regularity and potential conditions of the sphere identity. -/
theorem sphere_virial_witness (s : ℝ) :
    IsRadialSolution 0 (-1) (fun r => -2 / r) (fun r => r * Real.exp (-r))
      (fun r => (1 - r) * Real.exp (-r)) (Ioc 0 s) ∧
    (∀ r ∈ Ioc 0 s, HasDerivWithinAt (fun x : ℝ => -2 / x) (2 / r ^ 2) (Ioc 0 s) r) ∧
    ContinuousOn (fun r : ℝ => 2 / r ^ 2) (Ioc 0 s) ∧
    Tendsto (fun r : ℝ => r * (-2 / r)) (𝓝[>] 0) (𝓝 (-(2 * 1))) ∧
    RegularAtOrigin 0 1 (fun r => r * Real.exp (-r)) (fun r => (1 - r) * Real.exp (-r)) := by
  refine ⟨?_, ?_, ?_, ?_, ?_, ?_⟩
  · intro r hr
    have h0 : r ≠ 0 := hr.1.ne'
    have he : HasDerivAt (fun x : ℝ => Real.exp (-x)) (-Real.exp (-r)) r := by
      simpa using (hasDerivAt_id' r).fun_neg.exp
    have h1 : HasDerivAt (fun x : ℝ => x * Real.exp (-x)) ((1 - r) * Real.exp (-r)) r :=
      ((hasDerivAt_id' r).fun_mul he).congr_deriv (by ring)
    have h2 : HasDerivAt (fun x : ℝ => (1 - x) * Real.exp (-x))
        (effW 0 (-1) (fun x => -2 / x) r * (r * Real.exp (-r))) r := by
      refine (((hasDerivAt_id' r).const_sub 1).fun_mul he).congr_deriv ?_
      simp only [effW, Nat.cast_zero, zero_mul, zero_div]
      field_simp
      ring
    exact ⟨h1.hasDerivWithinAt, h2.hasDerivWithinAt⟩
  · intro r hr
    have h3 : HasDerivAt (fun x : ℝ => -2 / x) (2 / r ^ 2) r :=
      ((hasDerivAt_const r (-2 : ℝ)).fun_div (hasDerivAt_id' r) hr.1.ne').congr_deriv
        (by ring)
    exact h3.hasDerivWithinAt
  · exact continuousOn_const.div (continuous_pow 2).continuousOn
      (fun r hr => pow_ne_zero 2 hr.1.ne')
  · refine tendsto_const_nhds.congr' ?_
    filter_upwards [self_mem_nhdsWithin] with r hr
    have h0 : r ≠ 0 := (mem_Ioi.mp hr).ne'
    field_simp
  · have hc : Continuous (fun r : ℝ => Real.exp (-r)) := by fun_prop
    refine ((hc.tendsto' 0 1 (by simp)).mono_left nhdsWithin_le_nhds).congr' ?_
    filter_upwards [self_mem_nhdsWithin] with r hr
    have h0 : r ≠ 0 := (mem_Ioi.mp hr).ne'
    rw [zero_add, pow_one, mul_div_cancel_left₀ _ h0]
  · have hc : Continuous (fun r : ℝ => (1 - r) * Real.exp (-r) / r ^ 0) := by
      simp only [pow_zero, div_one]
      fun_prop
    exact (hc.tendsto' 0 _ (by simp)).mono_left nhdsWithin_le_nhds

end

end RadialVirial
```

```lean
#print axioms RadialVirial.radial_virial_hard_walls
#print axioms RadialVirial.sphere_virial_identity
```

```
'RadialVirial.radial_virial_hard_walls' depends on axioms: [propext, Classical.choice, Quot.sound]
'RadialVirial.sphere_virial_identity' depends on axioms: [propext, Classical.choice, Quot.sound]
```

## How the proof follows the calculation

`hasDerivWithinAt_virialBoundary` differentiates B. It assembles the product rule from the derivatives of r, u'², W, u² and u u', with the centrifugal term handled separately in `hL`. Because `hsol` already supplies W u as the derivative of u', the radial equation enters at once; `field_simp` and `ring` then carry out the cancellations.

`radial_virial_identity` applies the fundamental theorem of calculus. That theorem asks for continuity of B on the closed interval, an ordinary derivative in the interior and an integrable density. The first two come from the preceding lemma, the third from the continuity of V, V' and u.

`virialBoundary_eq_sphereD` is the algebra at r = s. `radial_virial_hard_walls` treats a shell with u(a) = u(s) = 0, where D is not available at the wall and B reduces to r u'² at each end.

`virialBoundary_tendsto_zero` first builds the limit of r^(2l+1) times the bracket above. It then shows that this product equals B for every r > 0: `e1` and `e2` write u and u' through p and q, and `linear_combination` uses the relation (l(l+1)/r²)·r² = l(l+1).

`sphere_virial_identity` combines these results. For each a between 0 and s it restricts the hypotheses to the shell, using `mono`, and replaces the integral by B(s) − B(a). The limit of B(a) finishes the argument.

`sphere_virial_witness` checks the differential, regularity and potential conditions for the hydrogen 1s function u = r exp(−r), with l = 0, E = −1 and V = −2/r. This u has no zero at any s > 0, so the remaining conditions are met too. Here D = −s, and both sides of the identity equal s² exp(−2s). The function normalised over all space is 2r exp(−r), for which the value is 4s² exp(−2s).

## An irregular solution that breaks the sphere formula

Take l = 0, E = 0, V = 0 and u = 1 + r, with s = 1. The radial equation holds, V is smooth, rV → 0 and u(1) = 2, but u/r diverges at the origin. The virial density is zero, so every shell integral is zero. Yet D = 1·1/2 − 1 = −1/2, and the boundary expression is

(2²/1)·(−1/2)·(1/2) = −1.

The shell identity remains true: B(r) = r − (1 + r) = −1 at every radius, so B(s) − B(a) = 0. What fails is B(a) → 0.

## The boundary value in a radial solver

A program that integrates the radial equation outwards as a first-order system for u and u' has u(s) and u'(s) at the end of the run, and can evaluate the right-hand side without a further integral. A method that propagates u alone, such as Numerov's, must first obtain u'(s) separately. If it stores φ = u/r instead, then D = sφ'(s)/φ(s) and the prefactor u(s)²/s becomes sφ(s)².

The shell identity also tests the solver. Integrate the virial density numerically over the mesh from its first point a > 0 and compare the result with B(s) − B(a); the difference should shrink as the mesh is refined. Keeping B(a) accounts for the region inside a, which the numerical integral leaves out. The test does not detect wrong starting values at a, since every solution on the shell satisfies the identity. If u(s) is close to zero, B(s) is better computed from its definition than through D. A scalar-relativistic solver obeys a different radial equation, so this test does not apply to it unchanged.

In electronic-structure work with atomic spheres, the boundary expression bears on the pressure. For one non-interacting electron in a fixed potential, with u normalised in the sphere, it equals −s dE/ds at fixed D, which is three times pressure times volume. That reading follows from differentiating the boundary condition with respect to s and E, a step that the Lean file does not contain.
